# The trace of a quaternion's rotation matrix times a 3×3 matrix is a quadratic form in the quaternion

For four real numbers `q`, read as a quaternion, `rot q` is a 3×3 matrix whose entries are quadratic in `q`; it is a rotation when `q` has unit norm, and in general the squared norm of `q` times a rotation if `q` is nonzero. The theorem `trace_rot_mul` says that, for any real 3×3 matrix `C`, the trace of `rot q * C` equals the quadratic form at `q` of a 4×4 matrix `keyMatrix C`, built from sums and differences of the entries of `C`. No normalisation of `q` is assumed, and nothing is claimed about which `q` makes the trace largest. The attempt unfolds every definition, product and sum in one `simp` call, then leaves the resulting polynomial identity to `ring`.

An attempt in Lean 4 with a fault in it:

```lean
import Mathlib

open Matrix

namespace QuaternionSuperposition

noncomputable section

/-- The 3×3 matrix `R(q)` built from the four components of a quaternion `q`. -/
def rot (q : Fin 4 → ℝ) : Matrix (Fin 3) (Fin 3) ℝ :=
  !![q 0 ^ 2 + q 1 ^ 2 - q 2 ^ 2 - q 3 ^ 2, 2 * (q 1 * q 2 - q 0 * q 3),
      2 * (q 1 * q 3 + q 0 * q 2);
    2 * (q 1 * q 2 + q 0 * q 3), q 0 ^ 2 - q 1 ^ 2 + q 2 ^ 2 - q 3 ^ 2,
      2 * (q 2 * q 3 - q 0 * q 1);
    2 * (q 1 * q 3 - q 0 * q 2), 2 * (q 2 * q 3 + q 0 * q 1),
      q 0 ^ 2 - q 1 ^ 2 - q 2 ^ 2 + q 3 ^ 2]

/-- The 4×4 matrix `N` assembled from a 3×3 correlation matrix. -/
def keyMatrix (C : Matrix (Fin 3) (Fin 3) ℝ) : Matrix (Fin 4) (Fin 4) ℝ :=
  !![C 0 0 + C 1 1 + C 2 2, C 1 2 - C 2 1, C 2 0 - C 0 2, C 0 1 - C 1 0;
    C 1 2 - C 2 1, C 0 0 - C 1 1 - C 2 2, C 0 1 + C 1 0, C 0 2 + C 2 0;
    C 2 0 - C 0 2, C 0 1 + C 1 0, C 1 1 - C 0 0 - C 2 2, C 1 2 + C 2 1;
    C 0 1 - C 1 0, C 0 2 + C 2 0, C 1 2 + C 2 1, C 2 2 - C 0 0 - C 1 1]

/-- The trace of `R(q) C` is the quadratic form of `N` at `q`. -/
theorem trace_rot_mul (q : Fin 4 → ℝ) (C : Matrix (Fin 3) (Fin 3) ℝ) :
    (rot q * C).trace = q ⬝ᵥ keyMatrix C *ᵥ q := by
  simp [rot, keyMatrix, Matrix.trace, mul_apply, mulVec, dotProduct, Fin.sum_univ_three,
    Fin.sum_univ_four]
  ring

end

end QuaternionSuperposition
```

The compiler's answer:

```
Try this:
  [apply] ring_nf
  
  The `ring` tactic failed to close the goal. Use `ring_nf` to obtain a normal form.
    
  Note that `ring` works primarily in *commutative* rings. If you have a noncommutative ring, abelian group or module, consider using `noncomm_ring`, `abel` or `module` instead.
Main.lean:27:49: error: unsolved goals
q : Fin 4 → ℝ
C : Matrix (Fin 3) (Fin 3) ℝ
⊢ (![q 0 ^ 2 + q 1 ^ 2 - q 2 ^ 2 - q 3 ^ 2, -(q 0 * q 3 * 2) + q 1 * q 2 * 2, q 0 * q 2 * 2 + q 1 * q 3 * 2] ᵥ* C) 0 +
        (![q 0 * q 3 * 2 + q 1 * q 2 * 2, q 0 ^ 2 - q 1 ^ 2 + q 2 ^ 2 - q 3 ^ 2, -(q 0 * q 1 * 2) + q 2 * q 3 * 2] ᵥ* C)
          1 +
      (![-(q 0 * q 2 * 2) + q 1 * q 3 * 2, q 0 * q 1 * 2 + q 2 * q 3 * 2, q 0 ^ 2 - q 1 ^ 2 - q 2 ^ 2 + q 3 ^ 2] ᵥ* C)
        2 =
    q 0 * q 1 * C 1 2 * 2 - q 0 * q 1 * C 2 1 * 2 + q 0 * q 2 * C 2 0 * 2 - q 0 * q 2 * C 0 2 * 2 +
                                            q 0 * q 3 * C 0 1 * 2 -
                                          q 0 * q 3 * C 1 0 * 2 +
                                        q 0 ^ 2 * C 0 0 +
                                      q 0 ^ 2 * C 1 1 +
                                    q 0 ^ 2 * C 2 2 +
                                  q 1 * q 2 * C 0 1 * 2 +
                                q 1 * q 2 * C 1 0 * 2 +
                              q 1 * q 3 * C 2 0 * 2 +
                            q 1 * q 3 * C 0 2 * 2 +
                          q 1 ^ 2 * C 0 0 -
                        q 1 ^ 2 * C 1 1 -
                      q 1 ^ 2 * C 2 2 +
                    q 2 * q 3 * C 1 2 * 2 +
                  q 2 * q 3 * C 2 1 * 2 -
                q 2 ^ 2 * C 0 0 +
              q 2 ^ 2 * C 1 1 -
            q 2 ^ 2 * C 2 2 -
          q 3 ^ 2 * C 0 0 -
        q 3 ^ 2 * C 1 1 +
      q 3 ^ 2 * C 2 2
Main.lean:28:38: warning: This simp argument is unused:
  mul_apply

Hint: Omit it from the simp argument list.
  [apply] simp [rot, keyMatrix, Matrix.trace, mulVec, dotProduct, Fin.sum_univ_three, Fin.sum_univ_four]

Note: This linter can be disabled with `set_option linter.unusedSimpArgs false`
```

As a diff, the version that Lean accepts:

```diff
@@ -26,6 +26,7 @@
 theorem trace_rot_mul (q : Fin 4 → ℝ) (C : Matrix (Fin 3) (Fin 3) ℝ) :
     (rot q * C).trace = q ⬝ᵥ keyMatrix C *ᵥ q := by
-  simp [rot, keyMatrix, Matrix.trace, mul_apply, mulVec, dotProduct, Fin.sum_univ_three,
+  simp only [trace_fin_three, mul_apply, mulVec, dotProduct, Fin.sum_univ_three,
     Fin.sum_univ_four]
+  simp [rot, keyMatrix]
   ring
 
```

Diagnosis. The error shows the right side fully expanded, while the left still holds entries of row vectors times `C`, written `ᵥ*`. `ring` treats these entries as unknowns, so it cannot match the two sides; the suggestion to use `ring_nf` reports the same failure.

The `ᵥ*` terms come from the order of rewriting. Once `rot` was unfolded to an explicit matrix, `simp` rewrote its product with `C` row by row, before `mul_apply` could expand an entry as a sum. Hence the warning that `mul_apply` is unused. The list unfolds `mulVec`, a matrix times a vector, but has nothing to unfold `ᵥ*`, a vector times a matrix.

The repair splits the work. `simp only` runs while `rot q` is still folded: `trace_fin_three` writes the trace as three diagonal entries, and `mul_apply` with the sum lemmas expands each one. Then `simp [rot, keyMatrix]` fills in the explicit entries, with no matrix product left to rewrite, and `ring` proves the polynomial identity.
